# A Wolfe step with $c<1$ along a descent direction gives $\langle y,s\rangle>0$ and keeps the inverse BFGS update positive

The Wolfe curvature condition can be written with gradients of the energy $E$ or with the slope of the one-dimensional profile that a line search samples. Here it is defined through the profile. For a point $x$ and a search direction $p$, let $\varphi(\tau)=E(x+\tau p)$. The condition at step length $t$ with constant $c$ is $\varphi'(t)\ge c\,\varphi'(0)$. Differentiability of $E$ at $x$ and at $x+tp$ is a separate hypothesis, and it turns the two slopes into projected gradients. The coordinates live in a real Hilbert space $V$, of which $\mathbb R^n$ with the Euclidean product is a special case, and $\nabla E$ is the gradient with respect to that inner product.

## The lower bound on $\langle y,s\rangle$

Let $s=tp$ be the step and $y=\nabla E(x+tp)-\nabla E(x)$ the gradient change. If $\langle\nabla E(x),p\rangle<0$, $t>0$, $c<1$ and $\varphi'(t)\ge c\,\varphi'(0)$, then

$$\langle y,s\rangle\;\ge\;(c-1)\,t\,\langle\nabla E(x),p\rangle\;>\;0 .$$

For $c\ge0$ the constant is the largest fraction of the initial downhill slope that may remain at the accepted point, so $c<1$ demands that the profile descend less steeply there than at the start; an uphill slope of any size also passes. A negative $c$ is admitted as well and demands an uphill slope of at least $c\,\varphi'(0)$. No convexity of $E$ is assumed.

## The division by $\langle y,s\rangle$ in a BFGS optimiser

A line-search BFGS code in inverse form keeps an approximation $H$ to the inverse Hessian, steps along $p=-H\nabla E(x)$, and updates

$$H^+=(1-\rho\,s y^{T})\,H\,(1-\rho\,y s^{T})+\rho\,s s^{T},\qquad \rho=\frac{1}{\langle y,s\rangle}.$$

In terms of the gradient $g=\nabla E(x)$ one iteration reads:

```
p  = -H g;   d0 = dot(g, p)
find t > 0 with  E(x+t p) <= E(x) + c1*t*d0   and   dot(g_new, p) >= c2*d0
s  = t p;    y = g_new - g;    rho = 1/dot(y, s)
```

The first test is the Armijo condition, where $c_1$ is the fraction of the linearly predicted energy drop that must be realised. The second is the curvature condition with $c=c_2$. A code that stores forces $F=-\nabla E$ has $y=F_{\text{old}}-F_{\text{new}}$. The same $\rho$ enters the limited-memory recursion for each stored pair $(s,y)$. The result bears on geometry optimisation on a Born–Oppenheimer surface, for unconstrained minimisation on a single differentiable surface with exact gradients: there, starting from a positive $H$ and $g\ne0$, a curvature test passed with $c_2<1$ makes $\rho$ positive and $H^+$ positive.

## From the chain rule to a positive update

The chain rule applied to $\tau\mapsto x+\tau p$, whose velocity is $p$, gives $\varphi'(t)=\langle\nabla E(x+tp),p\rangle$ and $\varphi'(0)=\langle\nabla E(x),p\rangle$. Write $d=\varphi'(0)$. Then

$$\langle y,s\rangle=t\,\langle\nabla E(x+tp)-\nabla E(x),p\rangle=t\,\bigl(\varphi'(t)-d\bigr).$$

Multiplying $\varphi'(t)\ge c\,d$ by $t>0$ and subtracting $td$ gives $\langle y,s\rangle\ge(c-1)\,t\,d$. The right side is positive since $(c-1)t<0$ and $d<0$.

Conversely, suppose $\langle y,s\rangle>0$ with $t>0$ and $d<0$. Then $\varphi'(t)>d$. Put $c=\varphi'(t)/d$, for which the condition holds with equality. If $c\ge1$ then $\varphi'(t)=c\,d\le d$, a contradiction, so $c<1$.

For the update, take $\langle y,s\rangle\ne0$. Since $(1-\rho\,ys^T)y=y-\rho\langle s,y\rangle y=0$, the first term of $H^+y$ vanishes and $H^+y=\rho\langle s,y\rangle s=s$, the secant equation. For any vector $v$ set $w=v-\rho\langle s,v\rangle y$. Then $H^+v=Hw-\rho\langle y,Hw\rangle s+\rho\langle s,v\rangle s$, and

$$\langle v,H^+v\rangle=\langle v,Hw\rangle-\rho\langle s,v\rangle\langle y,Hw\rangle+\rho\langle s,v\rangle^2=\langle w,Hw\rangle+\rho\langle s,v\rangle^2 .$$

Let $\langle u,Hu\rangle>0$ for all $u\neq0$, let $\rho>0$ and $v\ne0$. If $\langle s,v\rangle=0$ then $w=v$ and the first term is positive. Otherwise the second term is positive and the first is nonnegative. In the other direction, $y\neq0$ since $\langle y,s\rangle\ne0$, and positivity of $H^+$ tested on $v=y$ gives $0<\langle y,H^+y\rangle=\langle y,s\rangle$.

It remains to see that an acceptable step exists. For this part $E$ is taken differentiable everywhere, so that $\varphi$ is differentiable, hence continuous, along the whole ray. Let $d<0$, let $\varphi(\tau)\ge m$ for all $\tau\ge0$, where $m$ is a floor for the energy along the ray, and let $0<c_1<1$, $c_1\le c_2$. The excess over the Armijo line is $\psi(\tau)=\varphi(\tau)-\varphi(0)-c_1 d\,\tau$, with $\psi(0)=0$ and $\psi'(0)=(1-c_1)d<0$. At $T=(\varphi(0)-m+1)/(-c_1d)>0$ one has $\psi(T)=\varphi(T)-m+1\ge1$, where the $1$ is an arbitrary positive energy. Let $t$ minimise $\psi$ on $[0,T]$. Then $\psi(t)\le\psi(0)=0$, which is the Armijo condition and also excludes $t=T$. The negative slope $\psi'(0)$ excludes $t=0$. At an interior minimum $\psi'(t)=0$, so $\varphi'(t)=c_1d\ge c_2d$.

Finally, if $H$ has a positive form, $g=\nabla E(x)\ne0$ and $p=-Hg$, then $\langle g,p\rangle=-\langle g,Hg\rangle<0$, and the results above chain together.

## A double well where the full step fails

Take $V=\mathbb R$, $E(x)=x^4/4-x^2/2$, $E'(x)=x^3-x$, $H=1$, $c_1=10^{-4}$, $c_2=0.9$, and start at $x=0.2$. Then $g=-0.192$, $p=0.192$, $d=-0.036864$ and $c_2d=-0.03318$. In one dimension $1-\rho sy=0$, so $H^+=s/y$.

At $t=1$ the new point is $0.392$. The energy drops from $-0.0196$ to $-0.0709$, so the Armijo test passes. But $E'(0.392)=-0.33176$ gives $\varphi'(1)=-0.06370<c_2d$, and the curvature test fails. Here $y=-0.13976$, $\langle y,s\rangle=-0.02683$ and $H^+=-1.37$, so the next direction $-H^+E'(0.392)=-0.456$ points uphill, towards the barrier at $x=0$.

At $t=4$ the new point is $0.968$ with $E=-0.2490$ and $E'=-0.06096$, so $\varphi'(4)=-0.01170\ge c_2d$ and both tests pass. Now $s=0.768$, $y=0.13104$ and $\langle y,s\rangle=0.1006$, above the bound $(c_2-1)\,t\,d=0.0147$, and $H^+=5.86>0$. These numbers and the iteration sketch above are illustrations that the Lean file does not contain.

## The Lean file

```lean
import Mathlib

open scoped InnerProductSpace Topology
open Set

namespace WolfeLineSearch

noncomputable section

variable {V : Type*} [NormedAddCommGroup V] [InnerProductSpace ℝ V]

/-- Energy profile `φ(τ) = E(x + τ p)` along the search direction `p`. -/
def profile (E : V → ℝ) (x p : V) (τ : ℝ) : ℝ := E (x + τ • p)

/-- Slope `φ'(t)` of the energy profile at step length `t`. -/
def lineSlope (E : V → ℝ) (x p : V) (t : ℝ) : ℝ := deriv (profile E x p) t

/-- Wolfe curvature condition `φ'(t) ≥ c φ'(0)`. -/
def WolfeCurvature (E : V → ℝ) (x p : V) (c t : ℝ) : Prop :=
  c * lineSlope E x p 0 ≤ lineSlope E x p t

/-- Armijo sufficient-decrease condition `φ(t) ≤ φ(0) + c t φ'(0)`. -/
def Armijo (E : V → ℝ) (x p : V) (c t : ℝ) : Prop :=
  profile E x p t ≤ profile E x p 0 + c * t * lineSlope E x p 0

/-- Gradient change `y = ∇E(x + s) - ∇E(x)` over the step `s`. -/
def gradChange [CompleteSpace V] (E : V → ℝ) (x s : V) : V :=
  gradient E (x + s) - gradient E x

/-- The rank-one operator `a bᵀ : v ↦ ⟨b, v⟩ a`. -/
def outer (a b : V) : V →L[ℝ] V := (innerSL ℝ b).smulRight a

/-- BFGS update of the inverse Hessian,
`H⁺ = (1 - ρ s yᵀ) H (1 - ρ y sᵀ) + ρ s sᵀ` with `ρ = 1 / ⟨y, s⟩`. -/
def bfgs (H : V →L[ℝ] V) (s y : V) : V →L[ℝ] V :=
  (1 - (⟪y, s⟫_ℝ)⁻¹ • outer s y) * H * (1 - (⟪y, s⟫_ℝ)⁻¹ • outer y s)
    + (⟪y, s⟫_ℝ)⁻¹ • outer s s

/-- The quadratic form `⟨v, H v⟩` is positive on every nonzero vector. -/
def PosForm (H : V →L[ℝ] V) : Prop := ∀ v, v ≠ 0 → 0 < ⟪v, H v⟫_ℝ

/-- The profile has derivative `⟨∇E(x + t p), p⟩` at `t` when `E` is differentiable there. -/
theorem hasDerivAt_profile [CompleteSpace V] {E : V → ℝ} {x p : V} {t : ℝ}
    (hE : DifferentiableAt ℝ E (x + t • p)) :
    HasDerivAt (profile E x p) ⟪gradient E (x + t • p), p⟫_ℝ t := by
  have h1 : HasDerivAt (fun τ : ℝ => x + τ • p) p t := by
    simpa using ((hasDerivAt_id t).smul_const p).const_add x
  have h2 := hE.hasGradientAt.hasFDerivAt
  exact HasFDerivAt.comp_hasDerivAt (f := fun τ : ℝ => x + τ • p) t h2 h1

/-- For `E` differentiable at `x` and at `x + t p`, the initial slope is `⟨∇E(x), p⟩`, and for `s =
t p` the curvature `⟨y, s⟩` equals `t (φ'(t) - φ'(0))`. -/
theorem curvature_eq [CompleteSpace V] {E : V → ℝ} {x p : V} {t : ℝ}
    (h0 : DifferentiableAt ℝ E x) (h1 : DifferentiableAt ℝ E (x + t • p)) :
    lineSlope E x p 0 = ⟪gradient E x, p⟫_ℝ ∧
    ⟪gradChange E x (t • p), t • p⟫_ℝ = t * (lineSlope E x p t - lineSlope E x p 0) := by
  have e0 : lineSlope E x p 0 = ⟪gradient E x, p⟫_ℝ := by
    have h := (hasDerivAt_profile (E := E) (x := x) (p := p) (t := 0) (by simpa using h0)).deriv
    rw [zero_smul, add_zero] at h
    exact h
  have e1 : lineSlope E x p t = ⟪gradient E (x + t • p), p⟫_ℝ := (hasDerivAt_profile h1).deriv
  refine ⟨e0, ?_⟩
  rw [e0, e1, gradChange, real_inner_smul_right, inner_sub_left]

/-- For `E` differentiable at `x` and at `x + t p`, along a descent direction a step `t > 0` meeting
the Wolfe curvature condition with `c < 1` gives `⟨y, s⟩ ≥ (c - 1) t ⟨∇E(x), p⟩ > 0` for `s = t p`.
-/
theorem curvature_pos_of_wolfe [CompleteSpace V] {E : V → ℝ} {x p : V} {c t : ℝ}
    (h0 : DifferentiableAt ℝ E x) (h1 : DifferentiableAt ℝ E (x + t • p))
    (hd : ⟪gradient E x, p⟫_ℝ < 0) (ht : 0 < t) (hc : c < 1) (hw : WolfeCurvature E x p c t) :
    (c - 1) * t * ⟪gradient E x, p⟫_ℝ ≤ ⟪gradChange E x (t • p), t • p⟫_ℝ ∧
    0 < (c - 1) * t * ⟪gradient E x, p⟫_ℝ := by
  obtain ⟨e0, e1⟩ := curvature_eq h0 h1
  unfold WolfeCurvature at hw
  rw [e1, ← e0]
  rw [← e0] at hd
  constructor
  · nlinarith [mul_le_mul_of_nonneg_left hw ht.le]
  · exact mul_pos_of_neg_of_neg (mul_neg_of_neg_of_pos (by linarith) ht) hd

/-- For `E` differentiable at `x` and at `x + t p` and a step `t > 0` along a descent direction,
`⟨y, s⟩ > 0` holds exactly when the Wolfe curvature condition is met for some `c < 1`. -/
theorem curvature_pos_iff [CompleteSpace V] {E : V → ℝ} {x p : V} {t : ℝ}
    (h0 : DifferentiableAt ℝ E x) (h1 : DifferentiableAt ℝ E (x + t • p))
    (hd : ⟪gradient E x, p⟫_ℝ < 0) (ht : 0 < t) :
    0 < ⟪gradChange E x (t • p), t • p⟫_ℝ ↔ ∃ c < 1, WolfeCurvature E x p c t := by
  constructor
  · intro h
    obtain ⟨e0, e1⟩ := curvature_eq h0 h1
    rw [e1] at h
    rw [← e0] at hd
    have hs : 0 < lineSlope E x p t - lineSlope E x p 0 := (mul_pos_iff_of_pos_left ht).mp h
    -- take for c the ratio of the two slopes
    have hq : lineSlope E x p t / lineSlope E x p 0 * lineSlope E x p 0 = lineSlope E x p t :=
      div_mul_cancel₀ _ hd.ne
    refine ⟨lineSlope E x p t / lineSlope E x p 0, ?_, hq.le⟩
    by_contra hn
    have hn' := not_lt.mp hn
    nlinarith
  · rintro ⟨c, hc, hw⟩
    obtain ⟨a, b⟩ := curvature_pos_of_wolfe h0 h1 hd ht hc hw
    exact b.trans_le a

/-- For `⟨y, s⟩ ≠ 0` the BFGS update satisfies the secant equation `H⁺ y = s`. -/
theorem bfgs_secant (H : V →L[ℝ] V) {s y : V} (h : ⟪y, s⟫_ℝ ≠ 0) : bfgs H s y y = s := by
  have hρ : (⟪y, s⟫_ℝ)⁻¹ * ⟪s, y⟫_ℝ = 1 := by
    rw [real_inner_comm y s]; exact inv_mul_cancel₀ h
  have e : bfgs H s y y = H (y - (⟪y, s⟫_ℝ)⁻¹ • ⟪s, y⟫_ℝ • y)
      - (⟪y, s⟫_ℝ)⁻¹ • ⟪y, H (y - (⟪y, s⟫_ℝ)⁻¹ • ⟪s, y⟫_ℝ • y)⟫_ℝ • s
      + (⟪y, s⟫_ℝ)⁻¹ • ⟪s, y⟫_ℝ • s := by
    rfl
  rw [e]
  simp only [smul_smul, hρ, one_smul, sub_self, map_zero, inner_zero_right, zero_smul,
    smul_zero,
    zero_add]

/-- If `H` has a positive quadratic form and `⟨y, s⟩ ≠ 0`, the BFGS update has a positive
quadratic form exactly when `⟨y, s⟩ > 0`. -/
theorem bfgs_posForm_iff {H : V →L[ℝ] V} (hH : PosForm H) {s y : V} (h : ⟪y, s⟫_ℝ ≠ 0) :
    PosForm (bfgs H s y) ↔ 0 < ⟪y, s⟫_ℝ := by
  constructor
  · intro hp
    have hy : y ≠ 0 := by
      rintro rfl
      exact h (inner_zero_left s)
    have h2 := hp y hy
    rwa [bfgs_secant H h] at h2
  · intro hpos v hv
    obtain ⟨w, hw⟩ : ∃ w, w = v - (⟪y, s⟫_ℝ)⁻¹ • ⟪s, v⟫_ℝ • y := ⟨_, rfl⟩
    have e : bfgs H s y v = H w - (⟪y, s⟫_ℝ)⁻¹ • ⟪y, H w⟫_ℝ • s
        + (⟪y, s⟫_ℝ)⁻¹ • ⟪s, v⟫_ℝ • s := by
      rw [hw]
      rfl
    -- ⟨v, H⁺ v⟩ = ⟨w, H w⟩ + ρ ⟨s, v⟩²
    have f : ∀ u : V, ⟪v, u - (⟪y, s⟫_ℝ)⁻¹ • ⟪y, u⟫_ℝ • s + (⟪y, s⟫_ℝ)⁻¹ • ⟪s, v⟫_ℝ • s⟫_ℝ
        = ⟪w, u⟫_ℝ + (⟪y, s⟫_ℝ)⁻¹ * ⟪s, v⟫_ℝ ^ 2 := by
      intro u
      have hc : ⟪v, s⟫_ℝ = ⟪s, v⟫_ℝ := real_inner_comm s v
      rw [hw]
      simp only [inner_add_right, inner_sub_right, inner_sub_left, real_inner_smul_left,
        real_inner_smul_right, hc]
      ring
    rw [e, f]
    by_cases hs : ⟪s, v⟫_ℝ = 0
    · have hwv : w = v := by rw [hw, hs]; simp
      have h2 := hH v hv
      rw [hwv, hs]
      simpa using h2
    · have h1 : 0 ≤ ⟪w, H w⟫_ℝ := by
        by_cases h0 : w = 0
        · rw [h0]; simp
        · exact (hH w h0).le
      have h2 : 0 < (⟪y, s⟫_ℝ)⁻¹ * ⟪s, v⟫_ℝ ^ 2 := by positivity
      linarith

/-- If `E` is differentiable on all of `V` and bounded below on the ray along a descent direction,
then for `0 < c₁ < 1`, `c₁ ≤ c₂` some step `t > 0` meets both the Armijo and the curvature
condition. -/
theorem exists_wolfe_step [CompleteSpace V] {E : V → ℝ} {x p : V} {c₁ c₂ m : ℝ}
    (hE : Differentiable ℝ E) (hm : ∀ τ, 0 ≤ τ → m ≤ profile E x p τ)
    (hd : ⟪gradient E x, p⟫_ℝ < 0) (h0 : 0 < c₁) (h1 : c₁ < 1) (h2 : c₁ ≤ c₂) :
    ∃ t > 0, Armijo E x p c₁ t ∧ WolfeCurvature E x p c₂ t := by
  rw [← (curvature_eq (t := 0) (hE x) (hE _)).1] at hd
  unfold Armijo WolfeCurvature
  obtain ⟨d, hdd⟩ : ∃ d, d = lineSlope E x p 0 := ⟨_, rfl⟩
  rw [← hdd] at hd ⊢
  -- the excess ψ over the Armijo line
  obtain ⟨ψ, hψ⟩ : ∃ ψ : ℝ → ℝ, ψ = fun τ => profile E x p τ - (profile E x p 0 + c₁ * d * τ) :=
    ⟨_, rfl⟩
  have hder : ∀ τ, HasDerivAt ψ (lineSlope E x p τ - c₁ * d) τ := by
    intro τ
    have a : HasDerivAt (profile E x p) (lineSlope E x p τ) τ :=
      (hasDerivAt_profile (hE _)).differentiableAt.hasDerivAt
    have b : HasDerivAt (fun τ : ℝ => profile E x p 0 + c₁ * d * τ) (c₁ * d) τ := by
      simpa using ((hasDerivAt_id τ).const_mul (c₁ * d)).const_add (profile E x p 0)
    rw [hψ]
    exact a.fun_sub b
  have hk : 0 < -(c₁ * d) := by nlinarith
  have hm0 := hm 0 le_rfl
  obtain ⟨T, hT, hTe⟩ : ∃ T, 0 < T ∧ T * -(c₁ * d) = profile E x p 0 - m + 1 :=
    ⟨(profile E x p 0 - m + 1) / -(c₁ * d), div_pos (by linarith) hk, div_mul_cancel₀ _ hk.ne'⟩
  have hψ0 : ψ 0 = 0 := by simp [hψ]
  have hψT : 0 < ψ T := by
    have h3 := hm T hT.le
    simp only [hψ]
    linarith
  have hcont : ContinuousOn ψ (Icc 0 T) := fun τ _ => (hder τ).continuousAt.continuousWithinAt
  obtain ⟨t, ht, hmin⟩ := isCompact_Icc.exists_isMinOn (nonempty_Icc.mpr hT.le) hcont
  have hle : ψ t ≤ ψ 0 := hmin (left_mem_Icc.mpr hT.le)
  have htT : t < T := lt_of_le_of_ne ht.2 (by rintro rfl; linarith)
  -- the minimum is not at 0, since ψ'(0) < 0
  have ht0 : 0 < t := by
    refine lt_of_le_of_ne ht.1 ?_
    rintro rfl
    have h3 : 0 ≤ lineSlope E x p 0 - c₁ * d := by
      refine ge_of_tendsto (hder 0).tendsto_slope_zero_right ?_
      filter_upwards [Ioo_mem_nhdsGT hT] with τ hτ
      have h4 : ψ 0 ≤ ψ τ := hmin ⟨hτ.1.le, hτ.2.le⟩
      rw [zero_add, smul_eq_mul]
      exact mul_nonneg (inv_nonneg.mpr hτ.1.le) (by linarith)
    rw [← hdd] at h3
    nlinarith
  have hz := (hmin.isLocalMin (Icc_mem_nhds ht0 htT)).hasDerivAt_eq_zero (hder t)
  refine ⟨t, ht0, ?_, by nlinarith⟩
  rw [hψ0] at hle
  simp only [hψ] at hle
  linarith

/-- From a non-stationary point with `H` of positive form, `p = -H ∇E(x)` is a descent direction,
and, for differentiable `E`, a step `t > 0` meeting the curvature condition with `c < 1` gives a
BFGS update of positive form with `H⁺ y = s`. -/
theorem quasiNewton_step [CompleteSpace V] {E : V → ℝ} {H : V →L[ℝ] V} {x p : V} {c t : ℝ}
    (hE : Differentiable ℝ E) (hH : PosForm H) (hg : gradient E x ≠ 0)
    (hp : p = -H (gradient E x)) (ht : 0 < t) (hc : c < 1) (hw : WolfeCurvature E x p c t) :
    ⟪gradient E x, p⟫_ℝ < 0 ∧ PosForm (bfgs H (t • p) (gradChange E x (t • p))) ∧
    bfgs H (t • p) (gradChange E x (t • p)) (gradChange E x (t • p)) = t • p := by
  have hd : ⟪gradient E x, p⟫_ℝ < 0 := by
    rw [hp, inner_neg_right]
    linarith [hH _ hg]
  have hys := (curvature_pos_iff (hE x) (hE _) hd ht).mpr ⟨c, hc, hw⟩
  exact ⟨hd, (bfgs_posForm_iff hH hys.ne').mpr hys, bfgs_secant H hys.ne'⟩

end

end WolfeLineSearch
```
```lean
#print axioms WolfeLineSearch.exists_wolfe_step
#print axioms WolfeLineSearch.quasiNewton_step
```

```
'WolfeLineSearch.exists_wolfe_step' depends on axioms: [propext, Classical.choice, Quot.sound]
'WolfeLineSearch.quasiNewton_step' depends on axioms: [propext, Classical.choice, Quot.sound]
```

## The definitions and theorems in words

`profile E x p` is $\varphi$, and `lineSlope E x p t` is $\varphi'(t)$, taken with Mathlib's `deriv`. `WolfeCurvature E x p c t` and `Armijo E x p c t` are the two tests, both stated through the profile. `gradChange E x s` is $\nabla E(x+s)-\nabla E(x)$, used with `s` equal to `t • p`. Completeness of `V` is what represents the derivative of $E$ as a gradient vector; it holds in $\mathbb R^n$. `outer a b` is $ab^T$, acting as $v\mapsto\langle b,v\rangle a$, and `bfgs H s y` is $H^+$ for a bounded linear operator $H$. `PosForm H` says $\langle v,Hv\rangle>0$ for every $v\ne0$.

`curvature_pos_of_wolfe` is the bound, stated as two inequalities. Its hypotheses are differentiability at the two end points only (`h0`, `h1`), descent (`hd`), `0 < t`, `c < 1` and the curvature condition (`hw`). `curvature_pos_iff` is the equivalence with the existence of some $c<1$. `bfgs_secant` and `bfgs_posForm_iff` are algebraic statements for arbitrary $s$ and $y$ under `⟪y, s⟫_ℝ ≠ 0`; Lean sets $0^{-1}=0$, so at $\langle y,s\rangle=0$ the update would collapse to $H$, and this hypothesis removes the case. `exists_wolfe_step` and `quasiNewton_step` assume $E$ differentiable on all of $V$. The latter concludes descent, positivity of $H^+$ and $H^+y=s$ from `PosForm H`, a nonzero gradient, $p=-H\nabla E(x)$, $t>0$ and the curvature condition with $c<1$. It uses no Armijo hypothesis.

## How the tactics follow the algebra

`hasDerivAt_profile` is the chain rule: `h1` gives the velocity $p$ of the line, `h2` the derivative of $E$, and `HasFDerivAt.comp_hasDerivAt` composes them. `curvature_eq` applies it at $0$ and at $t$, then pulls $t$ out of the inner product and splits the difference of gradients. In `curvature_pos_of_wolfe` the term `mul_le_mul_of_nonneg_left hw ht.le` is the curvature condition multiplied by $t$, `nlinarith` subtracts $td$, and the second part is the sign count. `curvature_pos_iff` supplies the ratio of slopes as the witness and refutes $c\ge1$.

In `bfgs_secant`, `hρ` is $\rho\langle s,y\rangle=1$ and `e` writes out $H^+y$, in which the argument of $H$ becomes zero. In `bfgs_posForm_iff` the forward direction tests the form on $y$. The backward direction introduces `w`, expands $H^+v$ as `e`, and proves the quadratic-form identity as `f` with a general vector `u` in place of $Hw$. The split on `⟪s, v⟫_ℝ = 0` is the case distinction above.

`exists_wolfe_step` defines `ψ`, computes its derivative in `hder`, and fixes `T` by `hTe`. The minimiser comes from `isCompact_Icc.exists_isMinOn`. `htT` excludes the right end. `ht0` excludes the left end: a minimum at $0$ would make all right-hand difference quotients nonnegative, hence also their limit $\psi'(0)$. `hasDerivAt_eq_zero` gives $\varphi'(t)=c_1d$. `quasiNewton_step` proves descent from `hH`, obtains $\langle y,s\rangle>0$ from `curvature_pos_iff`, and passes it to the two BFGS theorems.

## Exact gradients, a single iteration, minimisation only

All statements are in exact real arithmetic, with $y$ built from the true gradient of the same $E$. Gradients with self-consistent-field residuals or rounding error are not modelled. The bound $(c-1)\,t\,d$ shrinks with $t$ and $|d|$, so the margin that it guarantees is small near convergence.

The equivalence in `curvature_pos_iff` lets $c$ depend on the step. A step with $\langle y,s\rangle>0$ can still fail the test at a fixed value such as $0.9$.

`PosForm` is positivity vector by vector. It gives no bound on the condition number of $H^+$ and, in infinite dimension, no uniform lower bound. Symmetry of $H$ is not assumed and symmetry of $H^+$ is not among the conclusions.

`exists_wolfe_step` yields a step length but no procedure for finding it and no count of energy evaluations. The floor $m$ is assumed, not derived. The theorem admits $c_2\ge1$, whereas the lower bound $(c_2-1)\,t\,d$ is positive only for $c_2<1$, so a code must impose the latter itself. Differentiability on all of $V$ is an idealisation for molecular energies, which fails where nuclei coincide or at conical intersections; the bound itself needs it only at the two end points.

The theorems concern one iteration. Convergence of the iterates, its rate, the strong Wolfe condition with $|\varphi'(t)|$, constrained or curvilinear steps, and the limited-memory recursion are not treated. Since the update keeps $H$ positive, the setting is minimisation; a saddle-point search that needs a Hessian model with a negative eigenvalue is not described by it.
